# A relation between Feynman-parameter integrals with neighbouring denominator powers

Feynman parameters merge two propagator denominators, here fixed complex numbers A and B, into the single denominator D(x) = xA + (1 − x)B. For natural numbers m and n, let I(m, n) be the integral of xᵐ(1 − x)ⁿ/D(x)ᵐ⁺ⁿ⁺² over 0 ≤ x ≤ 1, without the factorial prefactor of the usual Feynman formula. `feynmanIntegral_exchange` states that (m + 1) B I(m, n + 1) = (n + 1) A I(m + 1, n), provided D has no zero on that interval. The proof differentiates (x/D)ᵐ⁺¹((1 − x)/D)ⁿ⁺¹, which vanishes at both ends, and integrates the result, so that the difference of the two sides must be zero.

In Lean, a first try:

```lean
import Mathlib

open scoped Nat

namespace FeynmanParameters

noncomputable section

/-- The combined denominator `x A + (1 - x) B` at Feynman parameter `x`. -/
def feynmanDenom (A B : ℂ) (x : ℝ) : ℂ := (x : ℂ) * A + (1 - (x : ℂ)) * B

/-- The Feynman-parameter integrand for the denominator powers `m + 1` and `n + 1`. -/
def feynmanIntegrand (A B : ℂ) (m n : ℕ) (x : ℝ) : ℂ :=
  (x : ℂ) ^ m * (1 - (x : ℂ)) ^ n / feynmanDenom A B x ^ (m + n + 2)

/-- The integral of the Feynman-parameter integrand over the unit interval. -/
def feynmanIntegral (A B : ℂ) (m n : ℕ) : ℂ :=
  ∫ x in (0 : ℝ)..1, feynmanIntegrand A B m n x

/-- The combined denominator changes at the constant rate `A - B`. -/
theorem hasDerivAt_feynmanDenom (A B : ℂ) (x : ℝ) :
    HasDerivAt (feynmanDenom A B) (A - B) x := by
  have hx : HasDerivAt (fun y : ℝ => (y : ℂ)) 1 x := by
    simpa using (hasDerivAt_id x).ofReal_comp
  change HasDerivAt (fun y : ℝ => (y : ℂ) * A + (1 - (y : ℂ)) * B) (A - B) x
  exact ((hx.mul_const A).fun_add ((hx.const_sub 1).mul_const B)).congr_deriv (by ring)

/-- Where the combined denominator `D` is nonzero, the fractions `x / D` and `(1 - x) / D`
have derivatives `B / D ^ 2` and `-A / D ^ 2`. -/
theorem hasDerivAt_fractions (A B : ℂ) (x : ℝ) (h : feynmanDenom A B x ≠ 0) :
    HasDerivAt (fun y : ℝ => (y : ℂ) / feynmanDenom A B y)
      (B / feynmanDenom A B x ^ 2) x ∧
    HasDerivAt (fun y : ℝ => (1 - (y : ℂ)) / feynmanDenom A B y)
      (-A / feynmanDenom A B x ^ 2) x := by
  have hx : HasDerivAt (fun y : ℝ => (y : ℂ)) 1 x := by
    simpa using (hasDerivAt_id x).ofReal_comp
  have hD := hasDerivAt_feynmanDenom A B x
  constructor
  · refine (hx.fun_div hD h).congr_deriv ?_
    congr 1
    unfold feynmanDenom
    ring
  · refine ((hx.const_sub 1).fun_div hD h).congr_deriv ?_
    congr 1
    unfold feynmanDenom
    ring

/-- If the combined denominator has no zero on the unit interval, the Feynman-parameter
integrand is integrable there. -/
theorem integrable_feynmanIntegrand {A B : ℂ}
    (h : ∀ x ∈ Set.Icc (0 : ℝ) 1, feynmanDenom A B x ≠ 0) (m n : ℕ) :
    IntervalIntegrable (feynmanIntegrand A B m n) MeasureTheory.volume 0 1 := by
  apply ContinuousOn.intervalIntegrable
  rw [Set.uIcc_of_le zero_le_one]
  unfold feynmanIntegrand
  refine ContinuousOn.div ?_ ?_ (fun x hx => pow_ne_zero _ (h x hx))
  · exact Continuous.continuousOn (by fun_prop)
  · unfold feynmanDenom
    exact Continuous.continuousOn (by fun_prop)

/-- Integration by parts moves one power from one denominator to the other. -/
theorem feynmanIntegral_exchange {A B : ℂ}
    (h : ∀ x ∈ Set.Icc (0 : ℝ) 1, feynmanDenom A B x ≠ 0) (m n : ℕ) :
    ((m : ℂ) + 1) * B * feynmanIntegral A B m (n + 1) =
      ((n : ℂ) + 1) * A * feynmanIntegral A B (m + 1) n := by
  have h1 := integrable_feynmanIntegrand h m (n + 1)
  have h2 := integrable_feynmanIntegrand h (m + 1) n
  have hder : ∀ x ∈ Set.uIcc (0 : ℝ) 1, HasDerivAt
      (fun y : ℝ => ((y : ℂ) / feynmanDenom A B y) ^ (m + 1) *
        ((1 - (y : ℂ)) / feynmanDenom A B y) ^ (n + 1))
      (((m : ℂ) + 1) * B * feynmanIntegrand A B m (n + 1) x -
        ((n : ℂ) + 1) * A * feynmanIntegrand A B (m + 1) n x) x := by
    intro x hx
    rw [Set.uIcc_of_le zero_le_one] at hx
    obtain ⟨hu, hv⟩ := hasDerivAt_fractions A B x (h x hx)
    refine ((hu.fun_pow (m + 1)).fun_mul (hv.fun_pow (n + 1))).congr_deriv ?_
    have hD := h x hx
    simp only [feynmanIntegrand, Nat.add_sub_cancel, Nat.cast_add, Nat.cast_one]
    first | ring1 | (field_simp; done) | (field_simp; ring1)
  -- the boundary terms vanish at both ends
  have key : ∫ x in (0 : ℝ)..1, (((m : ℂ) + 1) * B * feynmanIntegrand A B m (n + 1) x -
      ((n : ℂ) + 1) * A * feynmanIntegrand A B (m + 1) n x) = 0 := by
    rw [intervalIntegral.integral_eq_sub_of_hasDerivAt hder
      ((h1.const_mul _).sub (h2.const_mul _))]
    simp
  rw [intervalIntegral.integral_sub (h1.const_mul _) (h2.const_mul _),
    intervalIntegral.integral_const_mul, intervalIntegral.integral_const_mul] at key
  exact sub_eq_zero.mp key

end

end FeynmanParameters
```

Lean reports:

```
Main.lean:79:54: error: ring failed, ring expressions not equal
A B : ℂ
h : ∀ x ∈ Set.Icc 0 1, feynmanDenom A B x ≠ 0
m n : ℕ
h1 : IntervalIntegrable (feynmanIntegrand A B m (n + 1)) MeasureTheory.volume 0 1
h2 : IntervalIntegrable (feynmanIntegrand A B (m + 1) n) MeasureTheory.volume 0 1
x : ℝ
hx : x ∈ Set.Icc 0 1
hu : HasDerivAt (fun y => ↑y / feynmanDenom A B y) (B / feynmanDenom A B x ^ 2) x
hv : HasDerivAt (fun y => (1 - ↑y) / feynmanDenom A B y) (-A / feynmanDenom A B x ^ 2) x
hD : feynmanDenom A B x ≠ 0
⊢ -(↑m * ↑x * ↑x ^ m * feynmanDenom A B x ^ 6 * feynmanDenom A B x ^ (m * 2) * feynmanDenom A B x ^ (n * 2) *
                        (feynmanDenom A B x)⁻¹ *
                      (feynmanDenom A B x)⁻¹ ^ m *
                    B *
                  (-(↑x * (feynmanDenom A B x)⁻¹) + (feynmanDenom A B x)⁻¹) ^ n) +
              ↑m * ↑x ^ m * feynmanDenom A B x ^ 6 * feynmanDenom A B x ^ (m * 2) * feynmanDenom A B x ^ (n * 2) *
                      (feynmanDenom A B x)⁻¹ *
                    (feynmanDenom A B x)⁻¹ ^ m *
                  B *
                (-(↑x * (feynmanDenom A B x)⁻¹) + (feynmanDenom A B x)⁻¹) ^ n -
            ↑x * ↑x ^ m * feynmanDenom A B x ^ 6 * feynmanDenom A B x ^ (m * 2) * feynmanDenom A B x ^ (n * 2) *
                    (feynmanDenom A B x)⁻¹ *
                  (feynmanDenom A B x)⁻¹ ^ m *
                B *
              (-(↑x * (feynmanDenom A B x)⁻¹) + (feynmanDenom A B x)⁻¹) ^ n -
          ↑x * ↑x ^ m * feynmanDenom A B x ^ 6 * feynmanDenom A B x ^ (m * 2) * feynmanDenom A B x ^ (n * 2) *
                    (feynmanDenom A B x)⁻¹ *
                  (feynmanDenom A B x)⁻¹ ^ m *
                ↑n *
              A *
            (-(↑x * (feynmanDenom A B x)⁻¹) + (feynmanDenom A B x)⁻¹) ^ n -
        ↑x * ↑x ^ m * feynmanDenom A B x ^ 6 * feynmanDenom A B x ^ (m * 2) * feynmanDenom A B x ^ (n * 2) *
                (feynmanDenom A B x)⁻¹ *
              (feynmanDenom A B x)⁻¹ ^ m *
            A *
          (-(↑x * (feynmanDenom A B x)⁻¹) + (feynmanDenom A B x)⁻¹) ^ n +
      ↑x ^ m * feynmanDenom A B x ^ 6 * feynmanDenom A B x ^ (m * 2) * feynmanDenom A B x ^ (n * 2) *
              (feynmanDenom A B x)⁻¹ *
            (feynmanDenom A B x)⁻¹ ^ m *
          B *
        (-(↑x * (feynmanDenom A B x)⁻¹) + (feynmanDenom A B x)⁻¹) ^ n =
    -(↑m * ↑x * ↑x ^ m * feynmanDenom A B x ^ 5 * feynmanDenom A B x ^ m * feynmanDenom A B x ^ n * B * (1 - ↑x) ^ n) +
              ↑m * ↑x ^ m * feynmanDenom A B x ^ 5 * feynmanDenom A B x ^ m * feynmanDenom A B x ^ n * B *
                (1 - ↑x) ^ n -
            ↑x * ↑x ^ m * feynmanDenom A B x ^ 5 * feynmanDenom A B x ^ m * feynmanDenom A B x ^ n * B * (1 - ↑x) ^ n -
          ↑x * ↑x ^ m * feynmanDenom A B x ^ 5 * feynmanDenom A B x ^ m * feynmanDenom A B x ^ n * ↑n * A *
            (1 - ↑x) ^ n -
        ↑x * ↑x ^ m * feynmanDenom A B x ^ 5 * feynmanDenom A B x ^ m * feynmanDenom A B x ^ n * A * (1 - ↑x) ^ n +
      ↑x ^ m * feynmanDenom A B x ^ 5 * feynmanDenom A B x ^ m * feynmanDenom A B x ^ n * B * (1 - ↑x) ^ n
```

The error comes from the last alternative of `first`, where `ring1` must close what `field_simp` leaves of the derivative identity. On the left, the goal in the message has the factor (−x D⁻¹ + D⁻¹)ⁿ; on the right it has (1 − x)ⁿ. The first is ((1 − x)/D)ⁿ with the division multiplied out inside the bracket. Since n is a variable, `ring1` cannot expand the power of this sum, nor does it take the common factor D⁻¹ out again, so the two sides do not match.

The cure is to replace `1 - (x : ℂ)` by a single variable `w` with `generalize`. The bracket is then no longer a sum, and `div_pow` writes (w/d)ⁿ as wⁿ/dⁿ. Both sides now carry the same powers of w and d, and `ring` closes the goal. Nothing has to be cancelled against D, so `hD` is no longer needed, and its removal is tidying. Naming the denominator `d` merely shortens the goal, as `ring1` was already treating it as one unit.

After these edits no error is left:

```diff
@@ -75,7 +75,9 @@
     obtain ⟨hu, hv⟩ := hasDerivAt_fractions A B x (h x hx)
     refine ((hu.fun_pow (m + 1)).fun_mul (hv.fun_pow (n + 1))).congr_deriv ?_
-    have hD := h x hx
     simp only [feynmanIntegrand, Nat.add_sub_cancel, Nat.cast_add, Nat.cast_one]
-    first | ring1 | (field_simp; done) | (field_simp; ring1)
+    generalize feynmanDenom A B x = d
+    generalize 1 - (x : ℂ) = w
+    simp only [div_pow]
+    ring
   -- the boundary terms vanish at both ends
   have key : ∫ x in (0 : ℝ)..1, (((m : ℂ) + 1) * B * feynmanIntegrand A B m (n + 1) x -
```
